# Every Gamma-centred mesh overbinds a harmonic chain with nearest-neighbour coupling $0<g\le1$

**A:** For $0<g\le1$ and every $N\ge1$,

$$\frac1N\sum_{j=0}^{N-1}\sqrt{1-g\cos\frac{2\pi j}{N}}\;<\;\frac1{2\pi}\int_0^{2\pi}\sqrt{1-g\cos q}\,dq .$$

Refining the mesh from $N$ to $kN$ points, $k\ge2$, strictly raises the left side.

**Q:** That is an inequality about square roots. Where is the chain?

**A:** In the equation of motion $\ddot u_j=-\big[u_j-\tfrac g2(u_{j-1}+u_{j+1})\big]$, with unit mass and unit bare frequency. The bracket is `restoringForce`, and `u : ℤ → ℝ` holds the displacements of an infinite chain.

In Lean 4 with Mathlib:

```lean
import Mathlib

open Real Finset

namespace OscillatorChainMesh

noncomputable section

/-- Minus the force on site `j` of a chain with nearest-neighbour coupling `g`, in units where an
isolated oscillator has unit mass and frequency. -/
def restoringForce (g : ℝ) (u : ℤ → ℝ) (j : ℤ) : ℝ :=
  u j - g / 2 * (u (j - 1) + u (j + 1))
```

The square root is the phonon frequency, and the two sides of the inequality are `meshMean` and `zoneMean` of it.

```lean
/-- Phonon frequency at wave number `q`, for `g * cos q ≤ 1`. -/
def freq (g q : ℝ) : ℝ := √(1 - g * cos q)

/-- Average over the Gamma-centred mesh of `N ≥ 1` wave numbers `2πj/N`. -/
def meshMean (N : ℕ) (f : ℝ → ℝ) : ℝ := (∑ j ∈ range N, f (2 * π * j / N)) / N

/-- Average over the whole Brillouin zone. -/
def zoneMean (f : ℝ → ℝ) : ℝ := 1 / (2 * π) * ∫ q in (0 : ℝ)..2 * π, f q
```

Two auxiliary quantities serve the proof: $\cos^m q\,\cos pq$, and $w_m=C_m/4^m$ with $C_m$ the Catalan numbers.

```lean
/-- The product of the `m`-th power of `cos q` with the harmonic `cos (p q)`. -/
def mode (m : ℕ) (p : ℤ) (q : ℝ) : ℝ := cos q ^ m * cos (p * q)

/-- Catalan number over a power of four: the weights in the expansion of the square root. -/
def weight (m : ℕ) : ℝ := (catalan m : ℝ) / 4 ^ m
```

**Q:** Is the dispersion relation assumed?

**A:** No. Insert $u_n=\cos(qn+\varphi)$: the neighbours add up to $2\cos q\,\cos(qj+\varphi)$, so $\omega^2=1-g\cos q$. The condition $|g|\le1$ is stability: no squared frequency is negative.

```lean
/-- For `|g| ≤ 1` a standing wave of wave number `q` is a normal mode of the chain, and its
squared frequency is `freq g q ^ 2`. -/
theorem normal_mode {g : ℝ} (hg : |g| ≤ 1) (q φ : ℝ) (j : ℤ) :
    restoringForce g (fun n => cos (q * n + φ)) j = freq g q ^ 2 * cos (q * j + φ) := by
  have hc : |g * cos q| ≤ 1 := (abs_mul g (cos q)).trans_le
    (mul_le_one₀ hg (abs_nonneg _) (abs_cos_le_one q))
  have h1 : q * ((j - 1 : ℤ) : ℝ) + φ = (q * j + φ) - q := by push_cast; ring
  have h2 : q * ((j + 1 : ℤ) : ℝ) + φ = (q * j + φ) + q := by push_cast; ring
  simp only [restoringForce, freq]
  rw [Real.sq_sqrt (by linarith [(abs_le.mp hc).2]), h1, h2, Real.cos_sub (q * j + φ) q,
    Real.cos_add (q * j + φ) q]
  ring
```

**Q:** And "overbinds"?

**A:** That word rests on one physical input, a zero-point energy $\tfrac12\hbar\omega$ per mode. The energy per site is then proportional to the mean frequency. Binding is measured against isolated oscillators, whose frequency is 1 on any mesh, so a mean that is too low is binding that is too strong. Many-body dispersion calculations also take the zero-point energy of coupled oscillators, but with three displacement components per atom and long-range dipole coupling. The theorem does not cover them: it is about a one-dimensional chain with one displacement per site and nearest-neighbour coupling.

**Q:** Does the sign of $g$ matter?

**A:** For odd $N$ it does; for even $N$ it does not, because the shift $q\to q+\pi$ maps the mesh to itself and turns $g$ into $-g$. Positive $g$ makes $q=0$ the softest mode, and every mesh here contains it. For $-1\le g<0$ and $N=1$ the mesh mean is $\sqrt{1+|g|}>1$, while the zone mean is below 1.

**Q:** Then derive the inequality.

**A:** First expand the root. Induction gives $\sum_{m<n}w_m=2-2\binom{2n}{n}/4^n\le2$, so the positive weights are summable.

```lean
/-- The expansion weights are positive and summable, with sum at most two. -/
theorem weight_facts : (∀ n, 0 < weight n) ∧ Summable weight ∧ ∑' n, weight n ≤ 2 := by
  have pos : ∀ n, 0 < weight n := fun n => by
    have h : 0 < catalan n := Nat.pos_of_ne_zero fun h => by
      have h' := succ_mul_catalan_eq_centralBinom n
      rw [h, mul_zero] at h'
      exact (Nat.centralBinom_pos n).ne h'
    have h' : (0 : ℝ) < catalan n := by exact_mod_cast h
    unfold weight
    positivity
  -- the partial sums have a closed form
  have part : ∀ n, ∑ m ∈ range n, weight m = 2 - 2 * (n.centralBinom : ℝ) / 4 ^ n := by
    intro n
    induction n with
    | zero => simp
    | succ n ih =>
      have h1 : ((n : ℝ) + 1) * catalan n = n.centralBinom := by
        exact_mod_cast succ_mul_catalan_eq_centralBinom n
      have h2 : ((n : ℝ) + 1) * (n + 1).centralBinom = 2 * (2 * n + 1) * n.centralBinom := by
        exact_mod_cast Nat.succ_mul_centralBinom_succ n
      have h3 : ((n + 1).centralBinom : ℝ) = 2 * (2 * n + 1) * catalan n := by
        apply mul_left_cancel₀ (show (n : ℝ) + 1 ≠ 0 by positivity)
        linear_combination h2 - 2 * (2 * (n : ℝ) + 1) * h1
      rw [sum_range_succ, ih, h3, ← h1, weight]
      ring
  have le2 : ∀ n, ∑ m ∈ range n, weight m ≤ 2 := fun n => by
    rw [part]
    have : 0 ≤ 2 * (n.centralBinom : ℝ) / 4 ^ n := by positivity
    linarith
  exact ⟨pos, summable_of_sum_range_le (fun n => (pos n).le) le2,
    Real.tsum_le_of_sum_range_le (fun n => (pos n).le) le2⟩
```

For $|x|\le1$ let $S=\sum_m w_mx^m$. The convolution $C_{n+1}=\sum_k C_kC_{n-k}$ gives $S=1+\tfrac x4S^2$ (`hq`), hence

$$\Big(1-\tfrac{xS}2\Big)^2=1-xS+x(S-1)=1-x .$$

Since $|S|\le2$, the bracket is non-negative, and `Real.sqrt_sq` selects it as the root:
$1-\sqrt{1-x}=\sum_m\tfrac{w_m}2x^{m+1}$.

```lean
/-- For `|x| ≤ 1`, `1 - √(1 - x)` is a power series in `x` with coefficients `weight m / 2`. -/
theorem sqrt_series {x : ℝ} (hx : |x| ≤ 1) :
    HasSum (fun m => weight m / 2 * x ^ (m + 1)) (1 - √(1 - x)) := by
  obtain ⟨pos, sw, le2⟩ := weight_facts
  have hn : ∀ m, ‖weight m * x ^ m‖ ≤ weight m := fun m => by
    rw [norm_mul, norm_pow, Real.norm_of_nonneg (pos m).le]
    exact mul_le_of_le_one_right (pos m).le (pow_le_one₀ (norm_nonneg _) hx)
  have hs : Summable (fun m => ‖weight m * x ^ m‖) :=
    Summable.of_nonneg_of_le (fun _ => norm_nonneg _) hn sw
  obtain ⟨S, hS⟩ : ∃ S, S = ∑' m, weight m * x ^ m := ⟨_, rfl⟩
  -- Catalan convolution: the series solves a quadratic equation
  have hc : ∀ n, weight (n + 1) * x ^ (n + 1) = x / 4 *
      ∑ k ∈ antidiagonal n, (weight k.1 * x ^ k.1) * (weight k.2 * x ^ k.2) := fun n => by
    have h : ∑ k ∈ antidiagonal n, (weight k.1 * x ^ k.1) * (weight k.2 * x ^ k.2)
        = (catalan (n + 1) : ℝ) / 4 ^ n * x ^ n := by
      rw [catalan_succ', Nat.cast_sum, sum_div, sum_mul]
      refine sum_congr rfl fun k hk => ?_
      rw [← mem_antidiagonal.mp hk]
      simp only [weight]
      push_cast
      ring
    rw [h, weight]
    ring
  have hq : S = 1 + x / 4 * S ^ 2 := by
    have h := hs.of_norm.tsum_eq_zero_add
    rw [tsum_congr hc, tsum_mul_left,
      ← tsum_mul_tsum_eq_tsum_sum_antidiagonal_of_summable_norm hs hs, ← hS] at h
    simpa [weight, sq] using h
  have hb : |S| ≤ 2 := by
    rw [hS]
    exact (tsum_of_norm_bounded sw.hasSum hn).trans le2
  have hxS : |x * S| ≤ 2 := by
    rw [abs_mul]
    nlinarith [abs_nonneg x, abs_nonneg S]
  -- the bound on the sum selects the positive root
  have hr : √(1 - x) = 1 - x * S / 2 := by
    rw [show 1 - x = (1 - x * S / 2) ^ 2 by linear_combination x * hq]
    exact Real.sqrt_sq (by linarith [(abs_le.mp hxS).2])
  have h := hs.of_norm.hasSum.mul_left (x / 2)
  rw [← hS] at h
  have e1 : (fun m => weight m / 2 * x ^ (m + 1)) = fun m => x / 2 * (weight m * x ^ m) := by
    funext m
    ring
  have e2 : 1 - √(1 - x) = x / 2 * S := by
    rw [hr]
    ring
  rw [e1, e2]
  exact h
```

**Q:** So you need averages of powers of $\cos q$.

**A:** Write $A_m(p)=\langle\cos^mq\,\cos pq\rangle$. The product formula for cosines gives $A_{m+1}(p)=\tfrac12[A_m(p+1)+A_m(p-1)]$ for either average. On the mesh, $A_0(p)=1$ if $N\mid p$. Otherwise put $\theta=2\pi p/N$ and telescope:

$$2\sin\tfrac\theta2\sum_{j=0}^{N-1}\cos j\theta=\sin\big(N\theta-\tfrac\theta2\big)+\sin\tfrac\theta2=0,$$

because $N\theta=2\pi p$. As $\sin\tfrac\theta2\ne0$, the sum vanishes.

```lean
/-- Mesh averages of the modes obey a two-term recursion, and on an `N`-point mesh, `N ≥ 1`, the
harmonic `cos (p q)` has average 1 if `N` divides `p` and 0 otherwise. -/
theorem mesh_moments {N : ℕ} (hN : 0 < N) :
    (∀ m p, meshMean N (mode (m + 1) p) =
      (meshMean N (mode m (p + 1)) + meshMean N (mode m (p - 1))) / 2) ∧
    ∀ p, meshMean N (mode 0 p) = if (N : ℤ) ∣ p then 1 else 0 := by
  have hN' : (N : ℝ) ≠ 0 := by exact_mod_cast hN.ne'
  constructor
  · intro m p
    simp only [meshMean]
    rw [← add_div, ← sum_add_distrib, div_right_comm]
    congr 1
    rw [sum_div]
    refine sum_congr rfl fun j _ => ?_
    simp only [mode, Int.cast_add, Int.cast_sub, Int.cast_one, add_mul, sub_mul, one_mul,
      Real.cos_add, Real.cos_sub]
    ring
  intro p
  have e : meshMean N (mode 0 p) = (∑ j ∈ range N, cos (j * (2 * π * p / N))) / N := by
    simp only [meshMean, mode, pow_zero, one_mul]
    congr 1
    exact sum_congr rfl fun j _ => by congr 1; ring
  rw [e]
  split_ifs with h
  · obtain ⟨k, rfl⟩ := h
    have h1 : ∀ j ∈ range N, cos (j * (2 * π * (((N : ℤ) * k : ℤ) : ℝ) / N)) = 1 := by
      intro j _
      have h2 : (j : ℝ) * (2 * π * (((N : ℤ) * k : ℤ) : ℝ) / N)
          = ((k * (j : ℤ) : ℤ) : ℝ) * (2 * π) := by
        push_cast
        field_simp
      rw [h2, Real.cos_int_mul_two_pi]
    rw [sum_congr rfl h1]
    simp [hN']
  · have hs : sin (2 * π * p / N / 2) ≠ 0 := by
      intro h0
      obtain ⟨n, hn⟩ := Real.sin_eq_zero_iff.mp h0
      refine h ⟨n, ?_⟩
      have h1 : 2 * π * p / N / 2 * N = π * p := by field_simp
      have h2 : π * (p : ℝ) = π * (N * n) := by
        rw [← h1, ← hn]
        ring
      exact_mod_cast mul_left_cancel₀ Real.pi_ne_zero h2
    -- telescoping sum of cosines
    have T : ∀ (θ : ℝ) (n : ℕ), 2 * sin (θ / 2) * ∑ j ∈ range n, cos (j * θ)
        = sin (n * θ - θ / 2) + sin (θ / 2) := by
      intro θ n
      induction n with
      | zero => simp
      | succ n ih =>
        rw [sum_range_succ, mul_add, ih,
          show ((n + 1 : ℕ) : ℝ) * θ - θ / 2 = n * θ + θ / 2 by push_cast; ring,
          Real.sin_add, Real.sin_sub]
        ring
    have z : sin ((p : ℝ) * (2 * π)) = 0 :=
      Real.sin_eq_zero_iff.mpr ⟨2 * p, by push_cast; ring⟩
    have h3 := T (2 * π * p / N) N
    rw [show (N : ℝ) * (2 * π * p / N) = p * (2 * π) by field_simp, Real.sin_sub, z,
      Real.cos_int_mul_two_pi, zero_mul, one_mul, zero_sub, neg_add_cancel] at h3
    rw [(mul_eq_zero.mp h3).resolve_left (mul_ne_zero two_ne_zero hs), zero_div]
```

Over the whole zone, only $p=0$ survives.

```lean
/-- Zone averages of the modes obey the same recursion, and only the harmonic `p = 0` has a
non-zero average. -/
theorem zone_moments :
    (∀ m p, zoneMean (mode (m + 1) p) =
      (zoneMean (mode m (p + 1)) + zoneMean (mode m (p - 1))) / 2) ∧
    ∀ p, zoneMean (mode 0 p) = if p = 0 then 1 else 0 := by
  constructor
  · intro m p
    have hi : ∀ r : ℤ, IntervalIntegrable (mode m r) MeasureTheory.volume 0 (2 * π) :=
      fun r => Continuous.intervalIntegrable (by unfold mode; fun_prop) _ _
    have h : ∫ q in (0 : ℝ)..2 * π, mode (m + 1) p q = ((∫ q in (0 : ℝ)..2 * π,
        mode m (p + 1) q) + ∫ q in (0 : ℝ)..2 * π, mode m (p - 1) q) / 2 := by
      rw [← intervalIntegral.integral_add (hi _) (hi _), ← intervalIntegral.integral_div]
      refine intervalIntegral.integral_congr fun q _ => ?_
      simp only [mode, Int.cast_add, Int.cast_sub, Int.cast_one, add_mul, sub_mul, one_mul,
        Real.cos_add, Real.cos_sub]
      ring
    simp only [zoneMean]
    rw [h]
    ring
  · intro p
    simp only [zoneMean, mode, pow_zero, one_mul]
    split_ifs with h
    · subst h
      simp only [Int.cast_zero, zero_mul, Real.cos_zero, intervalIntegral.integral_const,
        smul_eq_mul, mul_one, sub_zero]
      field_simp
    · have hp : (p : ℝ) ≠ 0 := by exact_mod_cast h
      have z : sin ((p : ℝ) * (2 * π)) = 0 :=
        Real.sin_eq_zero_iff.mpr ⟨2 * p, by push_cast; ring⟩
      rw [intervalIntegral.integral_comp_mul_left (fun x => cos x) hp, integral_cos, z]
      simp
```

Now set $x=g\cos q$ and average term by term:

$$1-\langle\omega\rangle=\sum_m\tfrac{w_m}2\,g^{m+1}A_{m+1}(0).$$

The mesh average is a finite sum of series; the integral uses dominated convergence with bound $w_m$.

```lean
/-- For `|g| ≤ 1` and `N ≥ 1`, the mesh-averaged frequency lowering is a series in the mesh
averages of the powers of `cos q`. -/
theorem mesh_series {g : ℝ} (hg : |g| ≤ 1) {N : ℕ} (hN : 0 < N) :
    HasSum (fun m => weight m / 2 * g ^ (m + 1) * meshMean N (mode (m + 1) 0))
      (1 - meshMean N (freq g)) := by
  have hN' : (N : ℝ) ≠ 0 := by exact_mod_cast hN.ne'
  have hc : ∀ q, |g * cos q| ≤ 1 := fun q => (abs_mul g (cos q)).trans_le
    (mul_le_one₀ hg (abs_nonneg _) (abs_cos_le_one q))
  have h := (hasSum_sum (s := range N)
    fun j _ => sqrt_series (hc (2 * π * (j : ℝ) / N))).div_const (N : ℝ)
  have e1 : (fun m => weight m / 2 * g ^ (m + 1) * meshMean N (mode (m + 1) 0)) = fun m =>
      (∑ j ∈ range N, weight m / 2 * (g * cos (2 * π * (j : ℝ) / N)) ^ (m + 1)) / (N : ℝ) := by
    funext m
    simp only [meshMean, mode, Int.cast_zero, zero_mul, Real.cos_zero, mul_one]
    rw [← mul_div_assoc, mul_sum]
    congr 1
    exact sum_congr rfl fun j _ => by ring
  have e2 : 1 - meshMean N (freq g) =
      (∑ j ∈ range N, (1 - √(1 - g * cos (2 * π * (j : ℝ) / N)))) / (N : ℝ) := by
    simp only [meshMean, freq, sum_sub_distrib, sum_const, card_range, nsmul_eq_mul, mul_one,
      sub_div]
    rw [div_self hN']
  rw [e1, e2]
  exact h

/-- For `|g| ≤ 1`, the zone-averaged frequency lowering is the same series in the zone averages
of the powers of `cos q`. -/
theorem zone_series {g : ℝ} (hg : |g| ≤ 1) :
    HasSum (fun m => weight m / 2 * g ^ (m + 1) * zoneMean (mode (m + 1) 0))
      (1 - zoneMean (freq g)) := by
  obtain ⟨pos, sw, -⟩ := weight_facts
  have hc : ∀ q, |g * cos q| ≤ 1 := fun q => (abs_mul g (cos q)).trans_le
    (mul_le_one₀ hg (abs_nonneg _) (abs_cos_le_one q))
  -- dominated convergence, with the weights as bound
  have h : HasSum (fun m => ∫ q in (0 : ℝ)..2 * π, weight m / 2 * (g * cos q) ^ (m + 1))
      (∫ q in (0 : ℝ)..2 * π, (1 - freq g q)) := by
    refine intervalIntegral.hasSum_integral_of_dominated_convergence (fun m _ => weight m)
      (fun m => Continuous.aestronglyMeasurable (by fun_prop))
      (fun m => Filter.Eventually.of_forall fun q _ => ?_)
      (Filter.Eventually.of_forall fun _ _ => sw)
      (continuous_const.intervalIntegrable _ _)
      (Filter.Eventually.of_forall fun q _ => sqrt_series (hc q))
    rw [norm_mul, norm_pow, Real.norm_of_nonneg (half_pos (pos m)).le, Real.norm_eq_abs]
    have h1 : |g * cos q| ^ (m + 1) ≤ 1 := pow_le_one₀ (abs_nonneg _) (hc q)
    nlinarith [pos m]
  have hf : Continuous (freq g) :=
    Real.continuous_sqrt.comp (by fun_prop : Continuous fun q => 1 - g * cos q)
  have e1 : (fun m => weight m / 2 * g ^ (m + 1) * zoneMean (mode (m + 1) 0)) = fun m =>
      1 / (2 * π) * ∫ q in (0 : ℝ)..2 * π, weight m / 2 * (g * cos q) ^ (m + 1) := by
    funext m
    have h1 : ∫ q in (0 : ℝ)..2 * π, weight m / 2 * (g * cos q) ^ (m + 1)
        = weight m / 2 * g ^ (m + 1) * ∫ q in (0 : ℝ)..2 * π, mode (m + 1) 0 q := by
      rw [← intervalIntegral.integral_const_mul]
      refine intervalIntegral.integral_congr fun q _ => ?_
      simp only [mode, Int.cast_zero, zero_mul, Real.cos_zero]
      ring
    rw [h1, zoneMean]
    ring
  have e2 : 1 - zoneMean (freq g) =
      1 / (2 * π) * ∫ q in (0 : ℝ)..2 * π, (1 - freq g q) := by
    have hp : 1 / (2 * π) * (2 * π) = 1 := by field_simp
    rw [intervalIntegral.integral_sub (continuous_const.intervalIntegrable _ _)
      (hf.intervalIntegrable _ _), intervalIntegral.integral_const, zoneMean, smul_eq_mul]
    linear_combination -hp
  rw [e1, e2]
  exact h.mul_left (1 / (2 * π))
```

**Q:** Where does strictness come from?

**A:** From aliasing. At $m=0$ the mesh moments are nowhere below the zone moments, and the recursion preserves this (`nn`). At $p=N$ the mesh gives 1 and the zone 0. Each recursion step passes at least half of the excess at $(m,N-m)$ on to $(m+1,N-m-1)$, so it is still positive (`st`) when it reaches $A_N(0)=\langle\cos^Nq\rangle$. All coefficients are positive, so `hasSum_lt` makes the mesh's frequency lowering strictly larger. The lemma is stated for any two averaging rules `A` and `B` with these properties.

```lean
/-- Let two averaging rules `A`, `B` obey the mode recursion and give mean frequencies `α`, `β`
by the series with `g > 0`. If `A` is nowhere below `B` on pure harmonics and exceeds it on some
harmonic `N ≥ 1`, then `α < β`. -/
theorem mean_lt_of_aliasing {g : ℝ} (hg : 0 < g) {N : ℕ} (hN : 0 < N) (A B : ℕ → ℤ → ℝ)
    (hA : ∀ m p, A (m + 1) p = (A m (p + 1) + A m (p - 1)) / 2)
    (hB : ∀ m p, B (m + 1) p = (B m (p + 1) + B m (p - 1)) / 2)
    (h0 : ∀ p, B 0 p ≤ A 0 p) (h1 : B 0 N < A 0 N) {α β : ℝ}
    (sA : HasSum (fun m => weight m / 2 * g ^ (m + 1) * A (m + 1) 0) (1 - α))
    (sB : HasSum (fun m => weight m / 2 * g ^ (m + 1) * B (m + 1) 0) (1 - β)) : α < β := by
  have nn : ∀ m p, B m p ≤ A m p := by
    intro m
    induction m with
    | zero => exact h0
    | succ m ih =>
      intro p
      rw [hA, hB]
      linarith [ih (p + 1), ih (p - 1)]
  -- the excess at harmonic N descends to the N-th power of the cosine
  have st : ∀ m : ℕ, B m ((N : ℤ) - (m : ℤ)) < A m ((N : ℤ) - (m : ℤ)) := by
    intro m
    induction m with
    | zero => simpa using h1
    | succ m ih =>
      rw [hA, hB, show (N : ℤ) - ((m + 1 : ℕ) : ℤ) + 1 = N - m by push_cast; ring]
      linarith [nn m ((N : ℤ) - ((m + 1 : ℕ) : ℤ) - 1)]
  have c : ∀ m, 0 < weight m / 2 * g ^ (m + 1) := fun m =>
    mul_pos (half_pos (weight_facts.1 m)) (pow_pos hg _)
  obtain ⟨n, rfl⟩ : ∃ n, N = n + 1 := ⟨N - 1, by omega⟩
  have s := st (n + 1)
  rw [sub_self] at s
  have hlt := hasSum_lt (i := n) (fun m => mul_le_mul_of_nonneg_left (nn (m + 1) 0) (c m).le)
    (mul_lt_mul_of_pos_left s (c n)) sB sA
  linarith
```

Mesh against zone gives the main theorem, soft-mode limit $g=1$ included.

```lean
/-- For `0 < g ≤ 1`, every Gamma-centred mesh of `N ≥ 1` points gives a mean phonon frequency
strictly below the Brillouin-zone average. -/
theorem mesh_overbinds {g : ℝ} (hg : 0 < g) (hg1 : g ≤ 1) {N : ℕ} (hN : 0 < N) :
    meshMean N (freq g) < zoneMean (freq g) := by
  have ha : |g| ≤ 1 := by rwa [abs_of_pos hg]
  refine mean_lt_of_aliasing hg hN (fun m p => meshMean N (mode m p))
    (fun m p => zoneMean (mode m p)) (mesh_moments hN).1 zone_moments.1 (fun p => ?_) ?_
    (mesh_series ha hN) (zone_series ha)
  · simp only [zone_moments.2, (mesh_moments hN).2]
    split_ifs <;> simp_all
  · simp [zone_moments.2, (mesh_moments hN).2, hN.ne']
```

**Q:** And refinement?

**A:** The same lemma, mesh against mesh. Every $p$ divisible by $kN$ is divisible by $N$, while $p=N$ itself is not divisible by $kN$ when $k\ge2$. The theorem compares only such nested meshes, not $N$ with $N+1$.

```lean
/-- For `0 < g ≤ 1`, refining a Gamma-centred mesh of `N ≥ 1` points by an integer factor
`k ≥ 2` strictly raises the mean phonon frequency. -/
theorem refinement_raises_mean {g : ℝ} (hg : 0 < g) (hg1 : g ≤ 1) {N k : ℕ} (hN : 0 < N)
    (hk : 2 ≤ k) : meshMean N (freq g) < meshMean (k * N) (freq g) := by
  have ha : |g| ≤ 1 := by rwa [abs_of_pos hg]
  have hkN : 0 < k * N := Nat.mul_pos (by omega) hN
  have d : (N : ℤ) ∣ ((k * N : ℕ) : ℤ) := Int.natCast_dvd_natCast.mpr (dvd_mul_left N k)
  have nd : ¬ ((k * N : ℕ) : ℤ) ∣ (N : ℤ) := fun h => by
    have := Nat.le_of_dvd hN (Int.natCast_dvd_natCast.mp h)
    nlinarith
  refine mean_lt_of_aliasing hg hN (fun m p => meshMean N (mode m p))
    (fun m p => meshMean (k * N) (mode m p)) (mesh_moments hN).1 (mesh_moments hkN).1
    (fun p => ?_) ?_ (mesh_series ha hN) (mesh_series ha hkN)
  · simp only [(mesh_moments hN).2, (mesh_moments hkN).2]
    by_cases a : ((k * N : ℕ) : ℤ) ∣ p
    · simp only [if_pos a, if_pos (d.trans a), le_refl]
    · simp only [if_neg a]
      split_ifs <;> norm_num
  · simp only [(mesh_moments hN).2, (mesh_moments hkN).2, if_neg nd, dvd_refl, if_true,
      zero_lt_one]

end

end OscillatorChainMesh
```

```lean
#print axioms OscillatorChainMesh.normal_mode
-- 'OscillatorChainMesh.normal_mode' depends on axioms: [propext, Classical.choice, Quot.sound]
#print axioms OscillatorChainMesh.mesh_overbinds
-- 'OscillatorChainMesh.mesh_overbinds' depends on axioms: [propext, Classical.choice, Quot.sound]
#print axioms OscillatorChainMesh.refinement_raises_mean
-- 'OscillatorChainMesh.refinement_raises_mean' depends on axioms: [propext, Classical.choice, Quot.sound]
```
